# For 0 < α ≤ 1/40, all scalar XL-BOMD modes with six-term dissipation decay exactly when 0 < κ(1−γ) < 4−20α

Dissipation meant to remove numerical noise can amplify it. In the scalar model below, $\kappa(1-\gamma)=3.8$ is stable without dissipation, but at $\alpha=0.018$ it gives a mode that grows at every time step.

## The stability window

XL-BOMD stands for extended-Lagrangian Born–Oppenheimer molecular dynamics, and SCF for self-consistent field. In the scalar model, the auxiliary electronic amplitude $x(n)$, measured from the ground state, obeys

$$x(n+1)=2x(n)-x(n-1)+\kappa(\gamma-1)x(n)+\alpha\sum_{k=0}^{5}c_k\,x(n-k),$$

with $(c_0,\dots,c_5)=(-6,14,-8,-3,4,-1)$. Here $\gamma$ is the signed fraction of the guess's error left by the SCF step (negative when the step overshoots), $\kappa$ is the squared auxiliary frequency times the squared time step, and $\alpha$ is the dissipation strength. A mode is a solution $z^n$; it decays when $|z|<1$. For $0<\alpha\le 1/40$,

$$\text{all modes decay}\iff 0<\kappa(1-\gamma)<4-20\alpha .$$

For $\kappa=1.82$, $\alpha=0.018$ the upper limit is $3.64=2\kappa$, so the condition is $-1<\gamma<1$.

## Where κ, α and SCF convergence meet

A code fixes $\kappa$ and $\alpha$ in advance, while $\gamma$ depends on how well the SCF step converges. For one mode with constant, real linear response, the pair $\kappa=1.82$, $\alpha=0.018$ is stable whenever the SCF step reduces the error. Raising $\alpha$ narrows the window, so $\kappa$ can't be chosen from the undamped limit $4$.

## From the recursion to the window

Insert $z^n$, divide by it, and set $w=1/z$, $g=\kappa(1-\gamma)$:

$$w^{-1}+w-2+g=\alpha\sum_k c_k w^k .$$

A mode that fails to decay has $0<|w|\le1$.

**Complex $w$.** Write $w=re^{i\theta}$ and $c=\cos\theta$. Dividing the imaginary part by $-\operatorname{Im}w\ne0$ gives

$$r^{-2}-1+\alpha K=0,$$
$$K=14-16rc-3r^2(4c^2-1)+4r^3(8c^3-4c)-r^4(16c^4-12c^2+1).$$

At $r=1$, $K=16(1-c)^3(1+c)$. Multiplied by $\sin\theta$, this is the sine identity

$$\sum_k c_k\sin k\theta=16\sin\theta\,(1-\cos\theta)^3(1+\cos\theta).$$

Its expansion starts at $4\theta^7$, so the moments $\sum_k k^jc_k$ vanish for $j=1,3,5$, and the seventh is $-4\cdot7!=-20160$. Slow oscillations are therefore damped only weakly. The coefficients also sum to zero, so a constant $x$ feels no dissipation.

For $r<1$, $K$ changes from its value at $r=1$ by

$$16c(1-r)+(12c^2-3)(1-r^2)+(16c-32c^3)(1-r^3)+(16c^4-12c^2+1)(1-r^4).$$

The four coefficients are at least $-16,-3,-16,-\tfrac54$, and $1-r^m\le m(1-r)$. The change is thus at least $-(16+6+48+5)(1-r)=-75(1-r)$. Since $r^{-2}-1\ge2(1-r)$,

$$r^{-2}-1+\alpha K\ge(2-75\alpha)(1-r)+16\alpha(1-c)^3(1+c)>0,$$

a contradiction.

**Real $w$.** Multiplying by $w$ turns the equation into $f(w)=0$, where

$$f(w)=(1-w)^2+gw+\alpha w(1-w)^2(6-2w-2w^2+w^3).$$

For $0<w\le1$ and $g>0$, the last bracket is positive, so $f>0$. For $-1\le w<0$ and $g<4-20\alpha$,

$$f(w)>(1-5\alpha)(1+w)^2+\alpha(1-w^2)^2\big((w-2)^2+1\big)\ge0 .$$

Conversely, $f(0)=1$, $f(1)=g$ and $f(-1)=4-20\alpha-g$. Outside the window, the intermediate value theorem gives a root in $[-1,1]$, hence a mode with $|z|\ge1$.

**On the unit circle**, for any $\alpha\ne0$, the imaginary part forces $c=\pm1$. Only $z=1$ at $g=0$ and $z=-1$ at $g=4-20\alpha$ remain.

```lean
import Mathlib

open Finset

namespace XLBOMDDissipation

/-- The six dissipation coefficients `c_0, ..., c_5`. -/
def lagCoeff : Fin 6 → ℤ := ![-6, 14, -8, -3, 4, -1]

/-- Auxiliary dynamics with linear SCF response `γ`, coupling `κ` and dissipation strength `α`. -/
def IsTrajectory (κ α γ : ℝ) (x : ℤ → ℂ) : Prop :=
  ∀ n : ℤ, x (n + 1) = 2 * x n - x (n - 1) + κ * (γ * x n - x n)
    + α * ∑ k : Fin 6, (lagCoeff k : ℂ) * x (n - ((k : ℕ) : ℤ))

/-- The non-zero number `z` solves the characteristic equation of the auxiliary dynamics. -/
def IsGrowthFactor (κ α γ : ℝ) (z : ℂ) : Prop :=
  z ≠ 0 ∧ z + z⁻¹ - 2 + κ * (1 - γ) = α * ∑ k : Fin 6, (lagCoeff k : ℂ) * z⁻¹ ^ (k : ℕ)

/-- The imaginary part of `∑ c_k w^k` divided by that of `w`, where `x = Re w` and `R = |w|²`. -/
def dampingKernel (x R : ℝ) : ℝ :=
  14 - 16 * x - 3 * (4 * x ^ 2 - R) + 4 * (8 * x ^ 3 - 4 * x * R)
    - (16 * x ^ 4 - 12 * x ^ 2 * R + R ^ 2)

/-- The dissipation sum written out over the six stored time steps. -/
theorem lag_sum {A : Type*} [CommRing A] (f : ℕ → A) :
    ∑ k : Fin 6, (lagCoeff k : A) * f k
      = -6 * f 0 + 14 * f 1 - 8 * f 2 - 3 * f 3 + 4 * f 4 - f 5 := by
  rw [Fin.sum_univ_six]
  change ((-6 : ℤ) : A) * f 0 + ((14 : ℤ) : A) * f 1 + ((-8 : ℤ) : A) * f 2
    + ((-3 : ℤ) : A) * f 3 + ((4 : ℤ) : A) * f 4 + ((-1 : ℤ) : A) * f 5 = _
  push_cast
  ring

/-- The sine sum of the dissipation coefficients in factored form. -/
theorem sine_sum (θ : ℝ) :
    ∑ k : Fin 6, (lagCoeff k : ℝ) * Real.sin ((k : ℕ) * θ)
      = 16 * Real.sin θ * (1 - Real.cos θ) ^ 3 * (1 + Real.cos θ) := by
  refine (lag_sum (fun k => Real.sin ((k : ℝ) * θ))).trans ?_
  have h3 : Real.sin (3 * θ) = Real.sin θ * (4 * Real.cos θ ^ 2 - 1) := by
    rw [Real.sin_three_mul]
    linear_combination (-4 * Real.sin θ) * Real.sin_sq_add_cos_sq θ
  have h4 : Real.sin (4 * θ) = Real.sin θ * (8 * Real.cos θ ^ 3 - 4 * Real.cos θ) := by
    rw [show 4 * θ = 2 * (2 * θ) by ring, Real.sin_two_mul, Real.sin_two_mul, Real.cos_two_mul]
    ring
  have h5 : Real.sin (5 * θ)
      = Real.sin θ * (16 * Real.cos θ ^ 4 - 12 * Real.cos θ ^ 2 + 1) := by
    rw [show 5 * θ = 4 * θ + θ by ring, Real.sin_add, h4,
      show 4 * θ = 2 * (2 * θ) by ring, Real.cos_two_mul, Real.cos_two_mul]
    ring
  push_cast
  rw [h3, h4, h5, Real.sin_two_mul, zero_mul, Real.sin_zero, one_mul]
  ring

/-- The moments of order 0, 1, 3 and 5 vanish, and the moment of order 7 is `-20160`. -/
theorem moments :
    (∀ j ∈ ({0, 1, 3, 5} : Finset ℕ), ∑ k : Fin 6, (lagCoeff k : ℝ) * ((k : ℕ) : ℝ) ^ j = 0) ∧
      ∑ k : Fin 6, (lagCoeff k : ℝ) * ((k : ℕ) : ℝ) ^ 7 = -20160 := by
  constructor
  · intro j hj
    refine (lag_sum (fun k => (k : ℝ) ^ j)).trans ?_
    simp only [Finset.mem_insert, Finset.mem_singleton] at hj
    rcases hj with rfl | rfl | rfl | rfl <;> norm_num
  · exact (lag_sum (fun k => (k : ℝ) ^ 7)).trans (by norm_num)

/-- The sequence `z^n` is a trajectory exactly when `z` solves the characteristic equation. -/
theorem mode_iff (κ α γ : ℝ) (z : ℂ) :
    IsTrajectory κ α γ (fun n => z ^ n) ↔ IsGrowthFactor κ α γ z := by
  have key : z ≠ 0 → ∀ n : ℤ, z ^ (n + 1) - (2 * z ^ n - z ^ (n - 1) + κ * (γ * z ^ n - z ^ n)
      + α * ∑ k : Fin 6, (lagCoeff k : ℂ) * z ^ (n - ((k : ℕ) : ℤ)))
      = z ^ n * (z + z⁻¹ - 2 + κ * (1 - γ)
        - α * ∑ k : Fin 6, (lagCoeff k : ℂ) * z⁻¹ ^ (k : ℕ)) := by
    intro hz n
    have hs : ∑ k : Fin 6, (lagCoeff k : ℂ) * z ^ (n - ((k : ℕ) : ℤ))
        = z ^ n * ∑ k : Fin 6, (lagCoeff k : ℂ) * z⁻¹ ^ (k : ℕ) := by
      rw [Finset.mul_sum]
      refine Finset.sum_congr rfl fun k _ => ?_
      rw [zpow_sub₀ hz, zpow_natCast, inv_pow, div_eq_mul_inv]
      ring
    rw [hs, zpow_add_one₀ hz, zpow_sub_one₀ hz]
    ring
  constructor
  · intro h
    have hz : z ≠ 0 := by
      rintro rfl
      have h1 := h (-1)
      have hs : ∀ k : Fin 6, (0 : ℂ) ^ (-1 - ((k : ℕ) : ℤ)) = 0 :=
        fun k => zero_zpow _ (by omega)
      have ha : (0 : ℂ) ^ (-1 : ℤ) = 0 := zero_zpow _ (by norm_num)
      have hb : (0 : ℂ) ^ (-1 - 1 : ℤ) = 0 := zero_zpow _ (by norm_num)
      simp only [hs, ha, hb] at h1
      norm_num at h1
    have h0 := (key hz 0).symm.trans (sub_eq_zero.2 (h 0))
    exact ⟨hz, sub_eq_zero.1 ((mul_eq_zero.1 h0).resolve_left (zpow_ne_zero 0 hz))⟩
  · rintro ⟨hz, h⟩ n
    exact sub_eq_zero.1 ((key hz n).trans (by rw [sub_eq_zero.2 h, mul_zero]))

/-- The characteristic equation for a real mode, in terms of its inverse growth factor `x`. -/
theorem real_mode (κ α γ : ℝ) {x : ℝ} (hx : x ≠ 0) :
    IsGrowthFactor κ α γ (x : ℂ)⁻¹ ↔ (1 - x) ^ 2 + κ * (1 - γ) * x
      = α * x * (1 - x) ^ 2 * (-6 + 2 * x + 2 * x ^ 2 - x ^ 3) := by
  have hi : x⁻¹ * x = 1 := inv_mul_cancel₀ hx
  unfold IsGrowthFactor
  rw [inv_inv, lag_sum (fun k => (x : ℂ) ^ k)]
  constructor
  · rintro ⟨_, h⟩
    have h' : x⁻¹ + x - 2 + κ * (1 - γ)
        = α * (-6 * x ^ 0 + 14 * x ^ 1 - 8 * x ^ 2 - 3 * x ^ 3 + 4 * x ^ 4 - x ^ 5) := by
      exact_mod_cast h
    linear_combination x * h' - hi
  · intro h
    have h' : x⁻¹ + x - 2 + κ * (1 - γ)
        = α * (-6 * x ^ 0 + 14 * x ^ 1 - 8 * x ^ 2 - 3 * x ^ 3 + 4 * x ^ 4 - x ^ 5) := by
      apply mul_left_cancel₀ hx
      linear_combination h + hi
    exact ⟨inv_ne_zero (by exact_mod_cast hx), by exact_mod_cast h'⟩

/-- The imaginary part of the characteristic equation, for the growth factor `1/w`. -/
theorem phase_balance {κ α γ : ℝ} {w : ℂ} (h : IsGrowthFactor κ α γ w⁻¹) :
    w.im * (1 / Complex.normSq w - 1 + α * dampingKernel w.re (Complex.normSq w)) = 0 := by
  have h2 := h.2
  rw [inv_inv, lag_sum (fun k => w ^ k)] at h2
  have him := congrArg Complex.im h2
  have hp : (-6 * w ^ 0 + 14 * w ^ 1 - 8 * w ^ 2 - 3 * w ^ 3 + 4 * w ^ 4 - w ^ 5).im
      = w.im * dampingKernel w.re (Complex.normSq w) := by
    simp [pow_succ, dampingKernel, Complex.normSq_apply]
    ring
  have hL : (w⁻¹ + w - 2 + (κ : ℂ) * (1 - γ)).im = -w.im / Complex.normSq w + w.im := by
    simp [Complex.inv_im]
  rw [hL, Complex.im_ofReal_mul, hp] at him
  linear_combination -him

/-- A lower bound on the damping kernel inside the unit disk, in polar form. -/
theorem kernel_bound {r c : ℝ} (hr : 0 ≤ r) (hr1 : r ≤ 1) (hc : -1 ≤ c) (hc1 : c ≤ 1) :
    16 * (1 - c) ^ 3 * (1 + c) - 75 * (1 - r) ≤ dampingKernel (r * c) (r ^ 2) := by
  have a2 : 0 ≤ 1 - r ^ 2 := sub_nonneg.2 (pow_le_one₀ hr hr1)
  have a3 : 0 ≤ 1 - r ^ 3 := sub_nonneg.2 (pow_le_one₀ hr hr1)
  have a4 : 0 ≤ 1 - r ^ 4 := sub_nonneg.2 (pow_le_one₀ hr hr1)
  have b3 : 0 ≤ (1 - r) ^ 2 * (2 + r) := by positivity
  have b4 : 0 ≤ (1 - r) ^ 2 * (r ^ 2 + 2 * r + 3) := by positivity
  have d : 0 ≤ (1 - c) * (c ^ 2 + (c + 1) ^ 2) :=
    mul_nonneg (by linarith) (by positivity)
  have h1 : 0 ≤ (1 - r) * (1 + c) := mul_nonneg (by linarith) (by linarith)
  have h2 := mul_nonneg a2 (sq_nonneg c)
  have h3 := mul_nonneg a3 d
  have h4 := mul_nonneg a4 (sq_nonneg (4 * c ^ 2 - 3 / 2))
  unfold dampingKernel
  nlinarith [sq_nonneg (1 - r)]

/-- For `0 < α ≤ 1/40`, all modes decay exactly when `0 < κ(1 - γ) < 4 - 20α`. -/
theorem all_modes_decay_iff {κ α γ : ℝ} (hα : 0 < α) (hα1 : α ≤ 1 / 40) :
    (∀ z, IsGrowthFactor κ α γ z → ‖z‖ < 1) ↔
      0 < κ * (1 - γ) ∧ κ * (1 - γ) < 4 - 20 * α := by
  constructor
  · intro h
    let f : ℝ → ℝ := fun x => (1 - x) ^ 2 + κ * (1 - γ) * x
      - α * x * (1 - x) ^ 2 * (-6 + 2 * x + 2 * x ^ 2 - x ^ 3)
    have hf : Continuous f := by fun_prop
    have f0 : f 0 = 1 := by simp [f]
    -- a real zero x of f in [-1, 1] gives a mode with growth factor 1/x, which does not decay
    have key : ∀ x : ℝ, |x| ≤ 1 → f x = 0 → False := by
      intro x hx hfx
      have hx0 : x ≠ 0 := by
        rintro rfl
        rw [f0] at hfx
        exact one_ne_zero hfx
      have hz := h _ ((real_mode κ α γ hx0).2 (sub_eq_zero.1 hfx))
      rw [norm_inv, Complex.norm_real, Real.norm_eq_abs] at hz
      have hp : 0 < |x| := abs_pos.2 hx0
      have hi : |x|⁻¹ * |x| = 1 := inv_mul_cancel₀ hp.ne'
      nlinarith [mul_pos (sub_pos.2 hz) hp]
    constructor
    · by_contra hg
      have f1 : f 1 ≤ 0 := by
        simp only [f]
        linarith
      obtain ⟨x, hx, hfx⟩ := intermediate_value_Icc' (zero_le_one' ℝ) hf.continuousOn
        (show (0 : ℝ) ∈ Set.Icc (f 1) (f 0) from ⟨f1, by rw [f0]; exact zero_le_one⟩)
      exact key x (abs_le.2 ⟨by linarith [hx.1], hx.2⟩) hfx
    · by_contra hg
      have f1 : f (-1) ≤ 0 := by
        simp only [f]
        linarith
      obtain ⟨x, hx, hfx⟩ := intermediate_value_Icc (show (-1 : ℝ) ≤ 0 by norm_num)
        hf.continuousOn
        (show (0 : ℝ) ∈ Set.Icc (f (-1)) (f 0) from ⟨f1, by rw [f0]; exact zero_le_one⟩)
      exact key x (abs_le.2 ⟨hx.1, by linarith [hx.2]⟩) hfx
  · rintro ⟨hg, hg1⟩ z hz
    by_contra hn
    obtain ⟨w, rfl⟩ : ∃ w : ℂ, z = w⁻¹ := ⟨z⁻¹, (inv_inv z).symm⟩
    have hw : w ≠ 0 := fun h0 => hz.1 (by rw [h0, inv_zero])
    have hr : 0 < ‖w‖ := norm_pos_iff.2 hw
    have hr1 : ‖w‖ ≤ 1 := by
      rw [norm_inv, not_lt] at hn
      have hi : ‖w‖⁻¹ * ‖w‖ = 1 := inv_mul_cancel₀ hr.ne'
      nlinarith [mul_nonneg (sub_nonneg.2 hn) hr.le]
    by_cases hy : w.im = 0
    · -- real modes are excluded by explicit squares
      obtain ⟨x, rfl⟩ : ∃ x : ℝ, w = (x : ℂ) := ⟨w.re, Complex.ext rfl (by simpa using hy)⟩
      have hx0 : x ≠ 0 := by exact_mod_cast hw
      have e := (real_mode κ α γ hx0).1 hz
      rw [Complex.norm_real, Real.norm_eq_abs] at hr1
      obtain ⟨hl, hu⟩ := abs_le.1 hr1
      rcases lt_or_gt_of_ne hx0 with hx | hx
      · have t1 : 0 ≤ α * ((1 - x) ^ 2 * (x + 1) ^ 2 * ((x - 2) ^ 2 + 1)) := by positivity
        have t2 : 0 ≤ (1 - 5 * α) * (1 + x) ^ 2 :=
          mul_nonneg (by linarith) (sq_nonneg _)
        have t3 := mul_pos (sub_pos.2 hg1) (neg_pos.2 hx)
        nlinarith
      · have hq : 0 ≤ 6 - 2 * x - 2 * x ^ 2 + x ^ 3 := by
          nlinarith [pow_pos hx 3, pow_le_one₀ hx.le hu (n := 2)]
        have t1 : 0 ≤ α * x * (1 - x) ^ 2 * (6 - 2 * x - 2 * x ^ 2 + x ^ 3) := by positivity
        have t2 := mul_pos hg hx
        nlinarith [sq_nonneg (1 - x)]
    · -- oscillating modes are excluded by the sign of the imaginary part
      have hb := (mul_eq_zero.1 (phase_balance hz)).resolve_left hy
      have hN : Complex.normSq w = ‖w‖ ^ 2 := Complex.normSq_eq_norm_sq w
      have hxy : w.re ^ 2 + w.im ^ 2 = ‖w‖ ^ 2 := by
        rw [← hN, Complex.normSq_apply]
        ring
      have hy2 : 0 < w.im ^ 2 := by positivity
      obtain ⟨hl, hu⟩ := abs_lt.1 (abs_lt_of_sq_lt_sq (by linarith) hr.le :
        |w.re| < ‖w‖)
      have hc : -1 < w.re / ‖w‖ := by
        rw [lt_div_iff₀ hr]
        linarith
      have hc1 : w.re / ‖w‖ < 1 := by
        rw [div_lt_iff₀ hr]
        linarith
      have hk := kernel_bound hr.le hr1 hc.le hc1.le
      have hr0 : ‖w‖ ≠ 0 := hr.ne'
      have hrc : ‖w‖ * (w.re / ‖w‖) = w.re := by field_simp
      rw [hrc, ← hN] at hk
      have hpos : 0 < 16 * (1 - w.re / ‖w‖) ^ 3 * (1 + w.re / ‖w‖) :=
        mul_pos (mul_pos (by norm_num) (pow_pos (by linarith) 3)) (by linarith)
      have hinv : 2 * (1 - ‖w‖) ≤ 1 / Complex.normSq w - 1 := by
        rw [hN, le_sub_iff_add_le, le_div_iff₀ (by positivity)]
        nlinarith [mul_nonneg (sq_nonneg (1 - ‖w‖)) (by linarith : 0 ≤ 1 + 2 * ‖w‖)]
      have hm : 0 < α * (dampingKernel w.re (Complex.normSq w) + 75 * (1 - ‖w‖)) :=
        mul_pos hα (by linarith)
      have hs : 0 ≤ (2 - 75 * α) * (1 - ‖w‖) := mul_nonneg (by linarith) (by linarith)
      nlinarith

/-- With dissipation, the only possible growth factors of unit modulus are `1` and `-1`, each
at one value of `κ(1 - γ)`. -/
theorem unit_circle_iff {κ α γ : ℝ} (hα : α ≠ 0) {z : ℂ} (hz : ‖z‖ = 1) :
    IsGrowthFactor κ α γ z ↔
      (z = 1 ∧ κ * (1 - γ) = 0) ∨ (z = -1 ∧ κ * (1 - γ) = 4 - 20 * α) := by
  have p1 : IsGrowthFactor κ α γ 1 ↔ κ * (1 - γ) = 0 := by
    have h := real_mode κ α γ (one_ne_zero : (1 : ℝ) ≠ 0)
    rw [Complex.ofReal_one, inv_one] at h
    rw [h]
    constructor <;> intro e <;> linarith
  have m1 : IsGrowthFactor κ α γ (-1) ↔ κ * (1 - γ) = 4 - 20 * α := by
    have h := real_mode κ α γ (by norm_num : (-1 : ℝ) ≠ 0)
    rw [show (((-1 : ℝ) : ℂ))⁻¹ = -1 by norm_num] at h
    rw [h]
    constructor <;> intro e <;> linarith
  constructor
  · intro h
    obtain ⟨w, rfl⟩ : ∃ w : ℂ, z = w⁻¹ := ⟨z⁻¹, (inv_inv z).symm⟩
    have hN : Complex.normSq w = 1 := by
      rw [norm_inv, inv_eq_one] at hz
      rw [Complex.normSq_eq_norm_sq, hz, one_pow]
    have hxy : w.re ^ 2 + w.im ^ 2 = 1 := by
      rw [← hN, Complex.normSq_apply]
      ring
    have hb := phase_balance h
    rw [hN] at hb
    have hf : α * (w.im * ((1 - w.re) ^ 3 * (1 + w.re))) = 0 := by
      unfold dampingKernel at hb
      linear_combination hb / 16
    -- the factored sine sum vanishes only on the real axis
    have hy : w.im = 0 := by
      rcases mul_eq_zero.1 ((mul_eq_zero.1 hf).resolve_left hα) with h0 | h0
      · exact h0
      · have hx : w.re ^ 2 = 1 := by
          rcases mul_eq_zero.1 h0 with h1 | h1
          · have h2 : 1 - w.re = 0 := eq_zero_of_pow_eq_zero h1
            rw [show w.re = 1 by linarith, one_pow]
          · rw [show w.re = -1 by linarith]
            norm_num
        exact pow_eq_zero_iff (two_ne_zero) |>.1 (by linarith)
    have hx : (w.re - 1) * (w.re + 1) = 0 := by
      rw [hy] at hxy
      linear_combination hxy
    rcases mul_eq_zero.1 hx with h1 | h1
    · have hw : w = 1 := Complex.ext (by simp; linarith) (by simpa using hy)
      rw [hw, inv_one] at h ⊢
      exact Or.inl ⟨rfl, p1.1 h⟩
    · have hw : w = -1 := Complex.ext (by simp; linarith) (by simpa using hy)
      rw [hw, show (-1 : ℂ)⁻¹ = -1 by norm_num] at h ⊢
      exact Or.inr ⟨rfl, m1.1 h⟩
  · rintro (⟨rfl, h⟩ | ⟨rfl, h⟩)
    · exact p1.2 h
    · exact m1.2 h

/-- For `κ = 1.82` and `α = 0.018`, all modes decay exactly when `-1 < γ < 1`; a growth factor
of unit modulus is `1` at `γ = 1` or `-1` at `γ = -1`. -/
theorem standard_parameters (γ : ℝ) :
    ((∀ z, IsGrowthFactor 1.82 0.018 γ z → ‖z‖ < 1) ↔ -1 < γ ∧ γ < 1) ∧
      ∀ z : ℂ, ‖z‖ = 1 →
        (IsGrowthFactor 1.82 0.018 γ z ↔ (z = 1 ∧ γ = 1) ∨ (z = -1 ∧ γ = -1)) := by
  constructor
  · rw [all_modes_decay_iff (by norm_num) (by norm_num)]
    constructor <;> rintro ⟨h1, h2⟩ <;> constructor <;> linarith
  · intro z hz
    rw [unit_circle_iff (by norm_num) hz]
    have e1 : (1.82 : ℝ) * (1 - γ) = 0 ↔ γ = 1 := by
      constructor <;> intro h <;> linarith
    have e2 : (1.82 : ℝ) * (1 - γ) = 4 - 20 * 0.018 ↔ γ = -1 := by
      constructor <;> intro h <;> linarith
    rw [e1, e2]

end XLBOMDDissipation
```

```lean
#print axioms XLBOMDDissipation.moments
#print axioms XLBOMDDissipation.mode_iff
#print axioms XLBOMDDissipation.all_modes_decay_iff
#print axioms XLBOMDDissipation.standard_parameters
```

```
'XLBOMDDissipation.moments' depends on axioms: [propext, Classical.choice, Quot.sound]
'XLBOMDDissipation.mode_iff' depends on axioms: [propext, Classical.choice, Quot.sound]
'XLBOMDDissipation.all_modes_decay_iff' depends on axioms: [propext, Classical.choice, Quot.sound]
'XLBOMDDissipation.standard_parameters' depends on axioms: [propext, Classical.choice, Quot.sound]
```

## What the Lean model covers

`IsTrajectory` is the recursion for complex sequences over all integer times, with real parameters. `IsGrowthFactor` is the characteristic equation with $z\ne0$, and `mode_iff` proves that it describes exactly the modes $z^n$. `all_modes_decay_iff` is the window; `unit_circle_iff` treats its edges, and `standard_parameters` inserts the decimals exactly.

`sine_sum` and `moments` record the coefficient identities; the proof of the window does not use them. In that proof, `lag_sum` expands the sum. `phase_balance` takes the imaginary part, `kernel_bound` supplies the estimate with 75, and `real_mode` gives the real equation.

The complex case turns on `nlinarith` in `kernel_bound`. This tactic seeks a combination of known inequalities that yields the goal. The supplied terms suffice: `h1` to `h4` with weights 16, 12, 16, 1, and `(1 - r)^2`, `b3`, `b4` with weights 3, 16, 5/4.

A model closer to a running code would start from six stored values and ask that $x(n)\to0$ for every start. That would also require treating repeated roots, which bring in solutions such as $n z^n$. The theorems concern pure modes; they do not address nonlinear SCF response, a $\gamma$ that varies in time, coupling to the nuclei or rounding error. The bound $\alpha\le1/40$ limits the dissipation to a strength at which the estimate for oscillating modes works; it is not shown to be optimal.
